# A symmetric Fock operator is block tridiagonal in the orbital shells it generates

## Shells as subspaces

To truncate the virtual space of an embedded fragment in layers around a few starting orbitals, we first have to decide what a layer is. Here it is a subspace, not a list of orbitals. Programs usually produce lists, for instance from a singular value decomposition, and the orbitals within one layer can then be rotated among themselves without changing anything physical. A subspace leaves that freedom out from the beginning.

In projector embedding, a small active region is treated at a high level and its surroundings at a lower one. The virtual orbitals still extend over the whole system, and a correlated calculation on the active region becomes cheaper if most of them can be left out. One way to order them is to start with the virtual orbitals that lie mainly on the active region, and then to add, step by step, whatever the Fock operator couples to those already chosen.

Let $E$ be the space of virtual orbitals, $F$ the Fock operator restricted to it and projected back onto it, and $W_0\subseteq E$ the span of the starting orbitals. Define

$$W_{k+1}=W_k+F(W_k),\qquad V_0=W_0,\qquad V_{k+1}=W_{k+1}\cap W_k^{\perp}.$$

The space $W_k$ contains everything reached after $k$ steps, and the shell $V_k$ is what is new at step $k$. Two questions arise: which shells does $F$ couple, and does the growth end?

## Coupling reaches only neighbouring shells

Suppose that $F$ is symmetric, $\langle Fu,v\rangle=\langle u,Fv\rangle$. For a Fock operator this is Hermiticity, the property that makes orbital energies real. Then

$$\langle u,Fv\rangle=0\qquad\text{for } u\in V_j,\ v\in V_k,\ |j-k|\ge 2 .$$

Three facts follow directly from the definitions: $W_k\subseteq W_{k+1}$, $F(W_k)\subseteq W_{k+1}$ and $V_k\subseteq W_k$.

Take first $k+2\le j$, so that $u$ is in the outer shell. Write $j=m+1$; then $k+1\le m$ and $u\perp W_m$. Since $v\in W_k$, we have $Fv\in W_{k+1}\subseteq W_m$, and therefore $\langle u,Fv\rangle=0$. Symmetry was not used.

Now take $j+2\le k$, so that $v$ is in the outer shell. Write $k=m+1$; then $j+1\le m$ and $v\perp W_m$. Symmetry moves the operator to the inner orbital, $\langle u,Fv\rangle=\langle Fu,v\rangle$. Since $Fu\in W_{j+1}\subseteq W_m$, this vanishes as well.

In a basis ordered by shells, the matrix of $F$ therefore has blocks only on the diagonal and next to it. The argument needs no bound on the dimension of $E$.

## The growth ends at an invariant space

From here on let $E$ be finite-dimensional. Symmetry of $F$ is no longer needed.

As long as $W_{k+1}\ne W_k$, each step adds at least one dimension. If the first $n$ steps are all strict, then $\dim W_n\ge n+\dim W_0$, while $\dim W_n\le\dim E$. Hence there is an $n\le\dim E-\dim W_0$ with $W_{n+1}=W_n$.

The sequence is constant from this point on: if $W_m=W_n$ for some $m\ge n$, then

$$W_{m+1}=W_m+F(W_m)=W_n+F(W_n)=W_{n+1}=W_n .$$

The final space is invariant, because $F(W_n)\subseteq W_{n+1}=W_n$. It is also the smallest invariant subspace that contains $W_0$. Indeed, let $U$ be any invariant subspace with $W_0\subseteq U$. If $W_k\subseteq U$, then $F(W_k)\subseteq U$, and so $W_{k+1}\subseteq U$. By induction $U$ contains every $W_k$, and $W_n$ in particular.

## Only the newest shell generates new orbitals

The definition applies $F$ to all of $W_k$, but its newest part is enough:

$$W_{k+1}=W_k+F(V_k).$$

For $k=0$ this is the definition, since $V_0=W_0$. For the next index, take $v\in W_{k+1}$ and let $w$ be its orthogonal projection onto $W_k$. Then $v-w$ lies in $W_{k+1}$ and is orthogonal to $W_k$, so $v-w\in V_{k+1}$. In

$$Fv=Fw+F(v-w)$$

the first term lies in $W_{k+1}$ and the second in $F(V_{k+1})$. Hence $W_{k+2}\subseteq W_{k+1}+F(V_{k+1})$, and the reverse inclusion follows from $V_{k+1}\subseteq W_{k+1}$.

This has two consequences.

First, every nonzero $u\in V_{k+1}$ has a nonzero matrix element $\langle u,Fv\rangle$ with some $v\in V_k$. To see this, write $u=y+Fv$ with $y\in W_k$ and $v\in V_k$. Since $u\perp y$, we get $\langle u,Fv\rangle=\langle u,u\rangle\neq0$. So the block of $F$ that leads from $V_k$ to $V_{k+1}$ is nonzero whenever $V_{k+1}$ is nonzero. If $F$ is symmetric, the same holds for the block in the opposite direction.

Secondly, shells never grow in dimension. Because $V_{k+1}$ and $W_k$ are orthogonal subspaces of $W_{k+1}$,

$$\dim V_{k+1}+\dim W_k\le\dim W_{k+1}\le\dim W_k+\dim F(V_k)\le\dim W_k+\dim V_k .$$

Subtracting $\dim W_k$ gives $\dim V_{k+1}\le\dim V_k$.

## Reading the Lean statements

The scalars `𝕜` are the real or the complex numbers, and `E` is any inner-product space over them. A nonorthogonal basis $\chi_\mu$ of `E` fits in if its overlap matrix $S$ defines the inner product. On coefficient vectors the operator then acts as $S^{-1}$ times the matrix of the elements $\langle\chi_\mu,F\chi_\nu\rangle$, not as that matrix alone. The operator is a linear map `F : E →ₗ[𝕜] E`, defined on the whole space. `orbitalSpace F W₀ k` is $W_k$ and `shell F W₀ k` is $V_k$. The symbols `⊔`, `⊓` and `ᗮ` stand for the sum, the intersection and the orthogonal complement of subspaces, `map F` for the image under $F$, and `finrank` for the dimension.

The word "orbital" in the comments means any vector of `E`. It need not be normalised, nor be an eigenvector of $F$ as a canonical orbital is. For nonzero $u$ and $v$ the usual matrix element is $\langle u,Fv\rangle/(\|u\|\,\|v\|)$, which vanishes exactly when the unnormalised one does.

- `shell_coupling_eq_zero` is the block-tridiagonal property. The condition $|j-k|\ge2$ appears as `j + 2 ≤ k ∨ k + 2 ≤ j`, which avoids subtracting natural numbers. The hypothesis `F.IsSymmetric` occurs in this theorem only.
- `orbitalSpace_stabilises` provides one number `n` with four properties: the bound on `n`, constancy from `n` on, invariance, and minimality.
- `orbitalSpace_succ_eq`, `exists_coupling_to_previous` and `finrank_shell_succ_le` are the three results on the newest shell.

For embedding calculations, the result says that a virtual space truncated after shell $k$ is coupled by the Fock operator to the discarded shells only through $V_k$ and $V_{k+1}$. This concerns a fixed one-particle operator; electron repulsion in a correlated calculation can connect distant shells directly. Nothing is said about how large the neighbouring blocks are, or about the energy error of a truncation.

A working program also has to make a numerical decision about rank. If it discards directions whose coupling is nonzero but lies below a threshold, it no longer constructs $W_{k+1}$ itself, and small matrix elements between distant shells can then reappear.

## The complete Lean file

```lean
import Mathlib

open Module

namespace ProjectorEmbeddingShells

variable {𝕜 E : Type*} [RCLike 𝕜] [NormedAddCommGroup E] [InnerProductSpace 𝕜 E]

/-- The orbital space after `k` steps: start from `W₀` and at each step add the image
of the current space under the operator `F`. -/
def orbitalSpace (F : E →ₗ[𝕜] E) (W₀ : Submodule 𝕜 E) : ℕ → Submodule 𝕜 E
  | 0 => W₀
  | k + 1 => orbitalSpace F W₀ k ⊔ (orbitalSpace F W₀ k).map F

/-- The `k`-th shell: `W₀` itself for `k = 0`, and afterwards the part of the new orbital
space that is orthogonal to the previous one. -/
def shell (F : E →ₗ[𝕜] E) (W₀ : Submodule 𝕜 E) : ℕ → Submodule 𝕜 E
  | 0 => W₀
  | k + 1 => orbitalSpace F W₀ (k + 1) ⊓ (orbitalSpace F W₀ k)ᗮ

/-- Each orbital space is contained in the orbital spaces of all later steps. -/
theorem orbitalSpace_mono (F : E →ₗ[𝕜] E) (W₀ : Submodule 𝕜 E) :
    Monotone (orbitalSpace F W₀) :=
  monotone_nat_of_le_succ fun _ => le_sup_left

/-- The operator `F` takes an orbital of one space at most into the next space. -/
theorem apply_mem_succ (F : E →ₗ[𝕜] E) (W₀ : Submodule 𝕜 E) {k : ℕ} {v : E}
    (hv : v ∈ orbitalSpace F W₀ k) : F v ∈ orbitalSpace F W₀ (k + 1) :=
  Submodule.mem_sup_right (Submodule.mem_map_of_mem hv)

/-- Each shell lies in the orbital space of the same step. -/
theorem shell_le (F : E →ₗ[𝕜] E) (W₀ : Submodule 𝕜 E) (k : ℕ) :
    shell F W₀ k ≤ orbitalSpace F W₀ k := by
  cases k with
  | zero => exact le_refl W₀
  | succ k => exact inf_le_left

/-- A symmetric operator `F` is block tridiagonal in the shells: its matrix elements
between shells whose indices differ by two or more vanish. -/
theorem shell_coupling_eq_zero (F : E →ₗ[𝕜] E) (hF : F.IsSymmetric)
    (W₀ : Submodule 𝕜 E) {j k : ℕ} (hjk : j + 2 ≤ k ∨ k + 2 ≤ j) {u v : E}
    (hu : u ∈ shell F W₀ j) (hv : v ∈ shell F W₀ k) : inner 𝕜 u (F v) = 0 := by
  rcases hjk with h | h
  · -- the outer orbital is `v`: move `F` to the left by symmetry
    obtain ⟨m, rfl⟩ : ∃ m, k = m + 1 := ⟨k - 1, by omega⟩
    have hv' : v ∈ orbitalSpace F W₀ (m + 1) ∧ v ∈ (orbitalSpace F W₀ m)ᗮ := hv
    have hFu : F u ∈ orbitalSpace F W₀ m :=
      orbitalSpace_mono F W₀ (by omega : j + 1 ≤ m)
        (apply_mem_succ F W₀ (shell_le F W₀ j hu))
    rw [← hF u v]
    exact Submodule.inner_right_of_mem_orthogonal hFu hv'.2
  · -- the outer orbital is `u`: it is orthogonal to everything `F v` can reach
    obtain ⟨m, rfl⟩ : ∃ m, j = m + 1 := ⟨j - 1, by omega⟩
    have hu' : u ∈ orbitalSpace F W₀ (m + 1) ∧ u ∈ (orbitalSpace F W₀ m)ᗮ := hu
    have hFv : F v ∈ orbitalSpace F W₀ m :=
      orbitalSpace_mono F W₀ (by omega : k + 1 ≤ m)
        (apply_mem_succ F W₀ (shell_le F W₀ k hv))
    exact Submodule.inner_left_of_mem_orthogonal hFv hu'.2

/-- In finite dimension the orbital spaces stop growing after at most `dim E - dim W₀`
steps, and the final space is the smallest `F`-invariant subspace containing `W₀`. -/
theorem orbitalSpace_stabilises [FiniteDimensional 𝕜 E] (F : E →ₗ[𝕜] E)
    (W₀ : Submodule 𝕜 E) :
    ∃ n, n + finrank 𝕜 W₀ ≤ finrank 𝕜 E ∧
      (∀ m, n ≤ m → orbitalSpace F W₀ m = orbitalSpace F W₀ n) ∧
      (∀ v ∈ orbitalSpace F W₀ n, F v ∈ orbitalSpace F W₀ n) ∧
      ∀ U : Submodule 𝕜 E, W₀ ≤ U → (∀ v ∈ U, F v ∈ U) → orbitalSpace F W₀ n ≤ U := by
  -- either the growth has stopped, or every step has added a dimension
  have key : ∀ n, (∃ m, m + finrank 𝕜 W₀ ≤ finrank 𝕜 E ∧
      orbitalSpace F W₀ (m + 1) = orbitalSpace F W₀ m) ∨
      n + finrank 𝕜 W₀ ≤ finrank 𝕜 (orbitalSpace F W₀ n) := by
    intro n
    induction n with
    | zero => exact Or.inr (le_of_eq (Nat.zero_add _))
    | succ n ih =>
      rcases ih with h | h
      · exact Or.inl h
      · by_cases he : orbitalSpace F W₀ (n + 1) = orbitalSpace F W₀ n
        · exact Or.inl ⟨n, h.trans (Submodule.finrank_le _), he⟩
        · have hlt : orbitalSpace F W₀ n < orbitalSpace F W₀ (n + 1) :=
            lt_of_le_of_ne (orbitalSpace_mono F W₀ (Nat.le_succ n)) (Ne.symm he)
          have := Submodule.finrank_lt_finrank_of_lt hlt
          right
          omega
  rcases key (finrank 𝕜 E + 1) with ⟨n, hn, he⟩ | h
  · refine ⟨n, hn, ?_, ?_, ?_⟩
    · intro m hm
      induction m, hm using Nat.le_induction with
      | base => rfl
      | succ m hm ih =>
        rw [orbitalSpace, ih]
        exact he
    · intro v hv
      rw [← he]
      exact apply_mem_succ F W₀ hv
    · intro U h0 hU
      have hall : ∀ k, orbitalSpace F W₀ k ≤ U := by
        intro k
        induction k with
        | zero => exact h0
        | succ k ih => exact sup_le ih (Submodule.map_le_iff_le_comap.2
            fun v hv => hU v (ih hv))
      exact hall n
  · have := Submodule.finrank_le (orbitalSpace F W₀ (finrank 𝕜 E + 1))
    omega

/-- In finite dimension only the newest shell generates new orbitals: the next space is
the current one plus the image of the current shell under `F`. -/
theorem orbitalSpace_succ_eq [FiniteDimensional 𝕜 E] (F : E →ₗ[𝕜] E)
    (W₀ : Submodule 𝕜 E) (k : ℕ) :
    orbitalSpace F W₀ (k + 1) = orbitalSpace F W₀ k ⊔ (shell F W₀ k).map F := by
  apply le_antisymm
  · cases k with
    | zero => exact le_refl _
    | succ k =>
      refine sup_le le_sup_left ?_
      rintro _ ⟨v, hv, rfl⟩
      -- split `v` into an older part `w` and a part in the newest shell
      obtain ⟨w, hw, hvw⟩ := Submodule.HasOrthogonalProjection.exists_orthogonal
        (K := orbitalSpace F W₀ k) v
      have hs : v - w ∈ shell F W₀ (k + 1) :=
        ⟨Submodule.sub_mem _ hv (orbitalSpace_mono F W₀ (Nat.le_succ k) hw), hvw⟩
      have hsplit : F v = F w + F (v - w) := by rw [← map_add, add_sub_cancel]
      rw [hsplit]
      exact Submodule.add_mem_sup (apply_mem_succ F W₀ hw) (Submodule.mem_map_of_mem hs)
  · exact sup_le_sup_left (Submodule.map_mono (shell_le F W₀ k)) _

/-- In finite dimension every nonzero orbital of a shell after the first has a nonzero
matrix element of `F` with some orbital of the preceding shell. -/
theorem exists_coupling_to_previous [FiniteDimensional 𝕜 E] (F : E →ₗ[𝕜] E)
    (W₀ : Submodule 𝕜 E) {k : ℕ} {u : E} (hu : u ∈ shell F W₀ (k + 1)) (hu0 : u ≠ 0) :
    ∃ v ∈ shell F W₀ k, inner 𝕜 u (F v) ≠ 0 := by
  by_contra! h
  have hu' : u ∈ orbitalSpace F W₀ (k + 1) ∧ u ∈ (orbitalSpace F W₀ k)ᗮ := hu
  have hmem := hu'.1
  rw [orbitalSpace_succ_eq] at hmem
  obtain ⟨y, hy, _, ⟨v, hv, rfl⟩, hyv⟩ := Submodule.mem_sup.1 hmem
  -- without coupling, `u` would be orthogonal to itself
  have hz : inner 𝕜 u (y + F v) = 0 := by
    rw [inner_add_right, Submodule.inner_left_of_mem_orthogonal hy hu'.2, h v hv, add_zero]
  rw [hyv] at hz
  exact hu0 (inner_self_eq_zero.1 hz)

/-- In finite dimension a shell never contains more independent orbitals than the
preceding shell. -/
theorem finrank_shell_succ_le [FiniteDimensional 𝕜 E] (F : E →ₗ[𝕜] E)
    (W₀ : Submodule 𝕜 E) (k : ℕ) :
    finrank 𝕜 (shell F W₀ (k + 1)) ≤ finrank 𝕜 (shell F W₀ k) := by
  have hbot : shell F W₀ (k + 1) ⊓ orbitalSpace F W₀ k = ⊥ := by
    refine (Submodule.eq_bot_iff _).2 fun x hx => ?_
    have hx' : x ∈ orbitalSpace F W₀ (k + 1) ∧ x ∈ (orbitalSpace F W₀ k)ᗮ := hx.1
    exact inner_self_eq_zero.1 (Submodule.inner_right_of_mem_orthogonal (𝕜 := 𝕜) hx.2 hx'.2)
  -- count dimensions in the old space, the new shell and the image of the old shell
  have h1 := Submodule.finrank_sup_add_finrank_inf_eq
    (shell F W₀ (k + 1)) (orbitalSpace F W₀ k)
  rw [hbot, finrank_bot] at h1
  have h2 : finrank 𝕜 ↥(shell F W₀ (k + 1) ⊔ orbitalSpace F W₀ k) ≤
      finrank 𝕜 (orbitalSpace F W₀ (k + 1)) :=
    Submodule.finrank_mono
      (sup_le (shell_le F W₀ (k + 1)) (orbitalSpace_mono F W₀ (Nat.le_succ k)))
  have h3 := Submodule.finrank_sup_add_finrank_inf_eq
    (orbitalSpace F W₀ k) ((shell F W₀ k).map F)
  rw [← orbitalSpace_succ_eq] at h3
  have h4 := Submodule.finrank_map_le F (shell F W₀ k)
  omega

end ProjectorEmbeddingShells
```

```lean
#print axioms ProjectorEmbeddingShells.shell_coupling_eq_zero
-- 'ProjectorEmbeddingShells.shell_coupling_eq_zero' depends on axioms: [propext, Classical.choice, Quot.sound]
#print axioms ProjectorEmbeddingShells.orbitalSpace_stabilises
-- 'ProjectorEmbeddingShells.orbitalSpace_stabilises' depends on axioms: [propext, Classical.choice, Quot.sound]
#print axioms ProjectorEmbeddingShells.exists_coupling_to_previous
-- 'ProjectorEmbeddingShells.exists_coupling_to_previous' depends on axioms: [propext, Classical.choice, Quot.sound]
#print axioms ProjectorEmbeddingShells.finrank_shell_succ_le
-- 'ProjectorEmbeddingShells.finrank_shell_succ_le' depends on axioms: [propext, Classical.choice, Quot.sound]
```

## From the inclusions to the vanishing blocks

The three short lemmas after the definitions are the three facts used at the start of the derivation. `orbitalSpace_mono` extends $W_k\subseteq W_{k+1}$ to all pairs of ordered indices, `apply_mem_succ` says that $F$ leads at most one step outwards, and `shell_le` places each shell in its orbital space.

In `shell_coupling_eq_zero`, `rcases` separates the two orders of the indices. In each case the outer index is replaced by `m + 1`, because only then does the definition of `shell` unfold to an intersection with an orthogonal complement. The statements `hFu` and `hFv` are the memberships $Fu\in W_m$ and $Fv\in W_m$. The rewriting step `rw [← hF u v]` moves $F$ to the left factor, and it is the one place where symmetry enters.

## Counting dimensions until growth stops

The proof of `orbitalSpace_stabilises` does not look for the first step without growth. Its auxiliary statement `key` says that for every `n` one of two things holds: either some step `m` within the bound produces no growth, or $n+\dim W_0\le\dim W_n$. The induction follows the argument by hand, since a strict inclusion raises the dimension by at least one.

`key` is then applied at $\dim E+1$. There the second alternative would require a subspace of dimension greater than $\dim E$, and `omega` derives the contradiction. The first alternative supplies `n`. Constancy is proved by induction starting at `n`, invariance by rewriting $W_n$ as $W_{n+1}$, and minimality by showing that `U` contains every orbital space.

## Splitting off the older part

In `orbitalSpace_succ_eq`, `exists_orthogonal` supplies the projection `w` of `v`. Finite dimension guarantees that it exists. The statement `hs` places `v - w` in the newest shell, and `hsplit` is the decomposition of $Fv$ displayed above.

`exists_coupling_to_previous` argues by contradiction. If all matrix elements with the preceding shell vanished, then $u=y+Fv$ would be orthogonal to both of its terms, hence to itself, and would be zero.

`finrank_shell_succ_le` assembles the chain of dimension inequalities. `hbot` says that the new shell and the old space meet only in zero, so `h1` makes the dimension of their sum equal to the sum of their dimensions. `h2` compares this with $\dim W_{k+1}$. `h3` expresses $\dim W_{k+1}$ through $W_k$ and $F(V_k)$, and `h4` states that a linear map does not raise dimension. The final `omega` combines the four relations.
